# The Sign of the Damping in the Multi-Orbital Coherent Potential When Im D Is Positive Definite

Take one orbital and an alloy of two components in equal amounts, with real site energies \(w\) and \(-w\). Let \(d\) be a complex number with \(\operatorname{Im} d>0\); it stands for the energy at which the site is probed, corrected for the coupling of the site to its surroundings. The average of the two site Green functions is

\[
g=\frac12\left(\frac1{d-w}+\frac1{d+w}\right)=\frac{d}{d^2-w^2}.
\]

It is nonzero, and the energy \(s\) that reproduces it through \(g=1/(d-s)\) is

\[
s=d-\frac1g=\frac{w^2}{d},\qquad \operatorname{Im}s=-\frac{w^2\operatorname{Im}d}{|d|^2}\le 0 .
\]

Both site energies are real, yet for \(w\ne0\) the effective one has a negative imaginary part: the disorder average appears as damping, although neither kind of site absorbs electrons. The damping vanishes only for \(w=0\). With several orbitals the energies become matrices that need not commute, and the same conclusions need a matrix argument.

## The loss formula for several orbitals

For a square complex matrix \(A\) with adjoint \(A^*\), write \(\operatorname{Im}A=(A-A^*)/(2i)\), which is a Hermitian matrix. Let \(D\) have positive definite \(\Gamma=\operatorname{Im}D\), let the site potentials \(v_i\) be Hermitian, and let the concentrations \(c_i\ge0\) sum to 1. Define

\[
G_i=(D-v_i)^{-1},\qquad g=\sum_i c_iG_i,\qquad s=D-g^{-1}.
\]

The claim is that these inverses exist and that \(-\operatorname{Im}s\) is positive semidefinite.

**The site inverses.** Since \(v_i\) is Hermitian, \(\operatorname{Im}(D-v_i)=\Gamma\). If \(A=D-v_i\) and \(Ax=0\), then

\[
x^*\Gamma x=\frac{x^*(Ax)-(Ax)^*x}{2i}=0,
\]

so \(x=0\), and \(A\) is invertible.

**The average.** For any invertible \(A\),

\[
(A^{-1})^*(A-A^*)A^{-1}=(A^{-1})^*-A^{-1},
\]

and dividing by \(2i\) gives \(\operatorname{Im}A^{-1}=-(A^{-1})^*(\operatorname{Im}A)A^{-1}\). Therefore

\[
\operatorname{Im}g=-\sum_i c_i\,G_i^*\Gamma G_i .
\]

If \(gx=0\), then \(x^*(\operatorname{Im}g)x=0\), so \(\sum_i c_i\,(G_ix)^*\Gamma(G_ix)=0\). Every term is nonnegative, hence zero. Some \(c_i\) is nonzero, and for that component \(G_ix=0\), which gives \(x=0\). Thus \(g\) is invertible.

**The coherent potential.** Put \(K=g^{-1}\) and \(X_i=G_iK\). Then \(\sum_i c_iX_i=gK=1\), and the inverse formula applied to \(g\) gives

\[
\operatorname{Im}K=-K^*(\operatorname{Im}g)K=\sum_i c_iX_i^*\Gamma X_i .
\]

Expanding a variance about the mean value 1,

\[
\sum_i c_i(X_i-1)^*\Gamma(X_i-1)=\sum_i c_iX_i^*\Gamma X_i-\Gamma-\Gamma+\Gamma=\operatorname{Im}K-\Gamma=-\operatorname{Im}s .
\]

Since \(K=D-s\), the deviation is \(X_i-1=G_i\bigl(K-(D-v_i)\bigr)=G_i(v_i-s)\). With \(B_i=G_i(v_i-s)\),

\[
\operatorname{Im}s=-\sum_i c_i\,B_i^*\Gamma B_i .
\]

Each term of the sum is positive semidefinite, which proves the claim. If \(\operatorname{Im}s=0\), the argument used for \(g\) gives \(B_ix=0\) for all \(x\) whenever \(c_i\ne0\). Then \(B_i=0\), and multiplying by \(D-v_i\) gives \(v_i=s\). Conversely, if \(v_i=s\) for every component present, all terms vanish. This condition holds as soon as the components present share one potential \(v\), because then \(g=(D-v)^{-1}\) and \(s=v\). The coherent potential is therefore free of damping exactly when there is no disorder.

## Orbitals, components and the three definitions

The finite type `n` labels the orbitals on a site and `ι` labels the alloy components. Opening `ComplexOrder` supplies the order on complex numbers in which a nonnegative number is real and nonnegative; positivity of matrices is expressed through it.

```lean
import Mathlib

open scoped Matrix ComplexOrder

namespace MultiOrbitalCPA

noncomputable section

variable {n ι : Type*} [Fintype n] [DecidableEq n] [Fintype ι]
```

The definition `imPart` is \(\operatorname{Im}A\) as above, not the entrywise imaginary part.

```lean
/-- The Hermitian matrix `Im A = (A - A*)/(2i)` formed from an orbital matrix `A`. -/
def imPart (A : Matrix n n ℂ) : Matrix n n ℂ := (2 * Complex.I)⁻¹ • (A - Aᴴ)
```

The concentrations are real and are cast to complex numbers when they multiply matrices.

```lean
/-- The average `∑ c_i (D - v_i)⁻¹` of the site Green functions over the alloy components. -/
def avgGreen (c : ι → ℝ) (v : ι → Matrix n n ℂ) (D : Matrix n n ℂ) : Matrix n n ℂ :=
  ∑ i, (c i : ℂ) • (D - v i)⁻¹
```

Lean's matrix inverse is defined for singular matrices too, so these definitions have their intended meaning only once invertibility is proved.

```lean
/-- The coherent potential `s = D - g⁻¹`, with `g` the averaged Green function. -/
def coherentPotential (c : ι → ℝ) (v : ι → Matrix n n ℂ) (D : Matrix n n ℂ) :
    Matrix n n ℂ :=
  D - (avgGreen c v D)⁻¹
```

## Invertibility of each site matrix

Invertibility is first expressed as the determinant being a unit, that is, nonzero. A vanishing determinant would provide a nonzero vector in the kernel.

```lean
omit [Fintype ι] in
/-- A matrix that annihilates only the zero vector has an invertible determinant. -/
theorem isUnit_det_of_ker {A : Matrix n n ℂ} (h : ∀ x, A *ᵥ x = 0 → x = 0) :
    IsUnit A.det := by
  refine isUnit_iff_ne_zero.mpr fun h0 => ?_
  obtain ⟨x, hx, hAx⟩ := Matrix.exists_mulVec_eq_zero_iff.mpr h0
  exact hx (h x hAx)
```

The next lemma is the computation \(x^*(\operatorname{Im}A)x=0\) for \(Ax=0\). The term with \(A^*\) is handled by moving the adjoint onto the left vector.

```lean
omit [DecidableEq n] [Fintype ι] in
/-- The expectation value of `(A - A*)/(2i)` vanishes in any state annihilated by `A`. -/
theorem imPart_expectation_of_ker {A : Matrix n n ℂ} {x : n → ℂ} (hx : A *ᵥ x = 0) :
    star x ⬝ᵥ (imPart A *ᵥ x) = 0 := by
  have h : star x ⬝ᵥ (Aᴴ *ᵥ x) = 0 := by
    rw [Matrix.dotProduct_mulVec, ← Matrix.star_mulVec, hx]
    simp
  rw [imPart, Matrix.smul_mulVec, Matrix.sub_mulVec, hx, dotProduct_smul,
    dotProduct_sub, h]
  simp
```

In `site_invertible`, the equation `e` records that subtracting a Hermitian \(v\) leaves \(\operatorname{Im}D\) unchanged. A nonzero kernel vector would then contradict positive definiteness.

```lean
omit [Fintype ι] in
/-- For `D` with positive definite `(D - D*)/(2i)` and a Hermitian site potential `v`,
the matrix `D - v` is invertible. -/
theorem site_invertible {D v : Matrix n n ℂ} (hD : (imPart D).PosDef)
    (hv : v.IsHermitian) : IsUnit (D - v).det := by
  refine isUnit_det_of_ker fun x hx => ?_
  have h := imPart_expectation_of_ker hx
  have e : imPart (D - v) = imPart D := by
    rw [imPart, imPart, Matrix.conjTranspose_sub, hv.eq, sub_sub_sub_cancel_right]
  rw [e] at h
  by_contra hne
  exact (hD.dotProduct_mulVec_pos hne).ne' h
```

## The sign of Im g and the kernel of g

The formula for \(\operatorname{Im}A^{-1}\) follows from the product expanded in `h3`.

```lean
omit [Fintype ι] in
/-- For invertible `A`, with `Im A = (A - A*)/(2i)`: `Im A⁻¹ = -(A⁻¹)* (Im A) A⁻¹`. -/
theorem imPart_inv {A : Matrix n n ℂ} (hA : IsUnit A.det) :
    imPart A⁻¹ = -((A⁻¹)ᴴ * imPart A * A⁻¹) := by
  have h1 : A * A⁻¹ = 1 := Matrix.mul_nonsing_inv A hA
  have h2 : (A⁻¹)ᴴ * Aᴴ = 1 := by
    rw [← Matrix.conjTranspose_mul, h1, Matrix.conjTranspose_one]
  have h3 : (A⁻¹)ᴴ * (A - Aᴴ) * A⁻¹ = (A⁻¹)ᴴ - A⁻¹ := by
    rw [mul_sub, sub_mul, h2, one_mul, mul_assoc, h1, mul_one]
  rw [imPart, imPart, Matrix.mul_smul, Matrix.smul_mul, h3, ← smul_neg, neg_sub]
```

Applied to each component and summed, it gives \(\operatorname{Im}g\). The concentrations pass through the adjoint because they are real.

```lean
/-- For positive definite `Im D` and Hermitian `v_i`, the averaged Green function has `Im g = -∑ c_i
G_i* (Im D) G_i`, where `G_i = (D - v_i)⁻¹`. -/
theorem imPart_avgGreen (c : ι → ℝ) {v : ι → Matrix n n ℂ} {D : Matrix n n ℂ}
    (hD : (imPart D).PosDef) (hv : ∀ i, (v i).IsHermitian) :
    imPart (avgGreen c v D) =
      -∑ i, (c i : ℂ) • (((D - v i)⁻¹)ᴴ * imPart D * (D - v i)⁻¹) := by
  have hG : ∀ i, ((D - v i)⁻¹)ᴴ * imPart D * (D - v i)⁻¹ = -imPart (D - v i)⁻¹ := by
    intro i
    have e : imPart (D - v i) = imPart D := by
      rw [imPart, imPart, Matrix.conjTranspose_sub, (hv i).eq, sub_sub_sub_cancel_right]
    rw [imPart_inv (site_invertible hD (hv i)), e, neg_neg]
  simp only [hG, smul_neg, Finset.sum_neg_distrib, neg_neg]
  simp only [imPart, avgGreen, Matrix.conjTranspose_sum, Matrix.conjTranspose_smul,
    Complex.star_def, Complex.conj_ofReal]
  rw [← Finset.sum_sub_distrib, Finset.smul_sum]
  refine Finset.sum_congr rfl fun i _ => ?_
  module
```

The following lemma serves both \(g\) and the equality case. Here `quad` rewrites each expectation value as \((B_jx)^*\Gamma(B_jx)\), and `key` distributes the expectation value over the sum by induction on the set of components. A zero sum of nonnegative terms then forces each term to vanish, and for \(c_i\ne0\) this means \(B_ix=0\).

```lean
omit [DecidableEq n] in
/-- If a sum of losses `B_i* Γ B_i` with nonnegative weights and positive definite `Γ` has zero
expectation value in a state, then every `B_i` of nonzero weight annihilates that state. -/
theorem ker_of_loss_zero {c : ι → ℝ} (hc : ∀ i, 0 ≤ c i) {Γ : Matrix n n ℂ}
    (hΓ : Γ.PosDef) (B : ι → Matrix n n ℂ) {x : n → ℂ}
    (h : star x ⬝ᵥ ((∑ i, (c i : ℂ) • ((B i)ᴴ * Γ * B i)) *ᵥ x) = 0)
    {i : ι} (hi : c i ≠ 0) : B i *ᵥ x = 0 := by
  classical
  have quad : ∀ j, star x ⬝ᵥ (((B j)ᴴ * Γ * B j) *ᵥ x) =
      star (B j *ᵥ x) ⬝ᵥ (Γ *ᵥ (B j *ᵥ x)) := by
    intro j
    rw [Matrix.star_mulVec, ← Matrix.mulVec_mulVec, ← Matrix.mulVec_mulVec,
      Matrix.dotProduct_mulVec (star x)]
  have key : ∀ s : Finset ι, star x ⬝ᵥ ((∑ j ∈ s, (c j : ℂ) • ((B j)ᴴ * Γ * B j)) *ᵥ x) =
      ∑ j ∈ s, (c j : ℂ) * (star (B j *ᵥ x) ⬝ᵥ (Γ *ᵥ (B j *ᵥ x))) := by
    intro s
    induction s using Finset.induction_on with
    | empty => simp
    | insert a s ha ih =>
      rw [Finset.sum_insert ha, Finset.sum_insert ha, Matrix.add_mulVec, dotProduct_add,
        ih, Matrix.smul_mulVec, dotProduct_smul, quad, smul_eq_mul]
  rw [key] at h
  -- a vanishing sum of nonnegative terms vanishes term by term
  have h0 := (Finset.sum_eq_zero_iff_of_nonneg (fun j _ =>
    mul_nonneg (Complex.zero_le_real.mpr (hc j))
      (hΓ.posSemidef.dotProduct_mulVec_nonneg (B j *ᵥ x)))).mp h i (Finset.mem_univ i)
  by_contra hne
  rcases mul_eq_zero.mp h0 with h1 | h1
  · exact hi (Complex.ofReal_eq_zero.mp h1)
  · exact (hΓ.dotProduct_mulVec_pos hne).ne' h1
```

To invert \(g\), the lemma is used with \(B_i=G_i\). The normalisation of the concentrations guarantees a component with nonzero weight, and the final `calc` recovers \(x=(D-v_i)G_ix=0\).

```lean
/-- For nonnegative concentrations with sum 1, positive definite `Im D` and Hermitian `v_i`, the
averaged Green function is invertible. -/
theorem avgGreen_invertible {c : ι → ℝ} (hc : ∀ i, 0 ≤ c i) (hc1 : ∑ i, c i = 1)
    {v : ι → Matrix n n ℂ} {D : Matrix n n ℂ} (hD : (imPart D).PosDef)
    (hv : ∀ i, (v i).IsHermitian) : IsUnit (avgGreen c v D).det := by
  refine isUnit_det_of_ker fun x hx => ?_
  have h := imPart_expectation_of_ker hx
  rw [imPart_avgGreen c hD hv, Matrix.neg_mulVec, dotProduct_neg, neg_eq_zero] at h
  obtain ⟨i, hi⟩ : ∃ i, c i ≠ 0 := by
    by_contra hn
    push Not at hn
    simp [hn] at hc1
  have hGx := ker_of_loss_zero hc hD (fun i => (D - v i)⁻¹) h hi
  calc x = ((D - v i) * (D - v i)⁻¹) *ᵥ x := by
        rw [Matrix.mul_nonsing_inv _ (site_invertible hD (hv i)), Matrix.one_mulVec]
    _ = 0 := by rw [← Matrix.mulVec_mulVec, hGx, Matrix.mulVec_zero]
```

## The variance identity and its consequences

In the central theorem, `hB` is the identity \(G_i(v_i-s)=G_iK-1\). The two `generalize` steps replace \(g^{-1}\) and \(\operatorname{Im}D\) by the symbols `K` and `Γ`, leaving pure matrix algebra. The facts `hX` and `hXh` state that the \(X_i\) and their adjoints average to 1, and `hterm` expands one term of the variance.

```lean
/-- For nonnegative concentrations with sum 1, positive definite `Im D` and Hermitian `v_i`, the
coherent potential `s` has `Im s = -∑ c_i B_i* (Im D) B_i` with `B_i = (D - v_i)⁻¹ (v_i - s)`. -/
theorem imPart_coherentPotential {c : ι → ℝ} (hc : ∀ i, 0 ≤ c i) (hc1 : ∑ i, c i = 1)
    {v : ι → Matrix n n ℂ} {D : Matrix n n ℂ} (hD : (imPart D).PosDef)
    (hv : ∀ i, (v i).IsHermitian) :
    imPart (coherentPotential c v D) =
      -∑ i, (c i : ℂ) • (((D - v i)⁻¹ * (v i - coherentPotential c v D))ᴴ * imPart D *
        ((D - v i)⁻¹ * (v i - coherentPotential c v D))) := by
  have hg := avgGreen_invertible hc hc1 hD hv
  have hgK := Matrix.mul_nonsing_inv _ hg
  have hIm := imPart_inv hg
  rw [imPart_avgGreen c hD hv] at hIm
  have hs : imPart (coherentPotential c v D) = imPart D - imPart (avgGreen c v D)⁻¹ := by
    simp only [coherentPotential, imPart, Matrix.conjTranspose_sub]
    module
  have hB : ∀ i, (D - v i)⁻¹ * (v i - coherentPotential c v D) =
      (D - v i)⁻¹ * (avgGreen c v D)⁻¹ - 1 := by
    intro i
    have e : v i - coherentPotential c v D = (avgGreen c v D)⁻¹ - (D - v i) := by
      rw [coherentPotential]; abel
    rw [e, mul_sub, Matrix.nonsing_inv_mul _ (site_invertible hD (hv i))]
  simp only [hB]
  rw [hs, hIm]
  generalize (avgGreen c v D)⁻¹ = K at hgK ⊢
  generalize imPart D = Γ
  -- the ratios `G_i g⁻¹` average to the identity
  have hX : ∑ i, (c i : ℂ) • ((D - v i)⁻¹ * K) = 1 := by
    rw [← hgK, avgGreen, Finset.sum_mul]
    simp only [Matrix.smul_mul]
  have hXh : ∑ i, (c i : ℂ) • ((D - v i)⁻¹ * K)ᴴ = 1 := by
    have h := congrArg Matrix.conjTranspose hX
    simp only [Matrix.conjTranspose_sum, Matrix.conjTranspose_smul, Complex.star_def,
      Complex.conj_ofReal, Matrix.conjTranspose_one] at h
    exact h
  have hcC : ∑ i, (c i : ℂ) = 1 := by exact_mod_cast hc1
  -- expand the variance of these ratios
  have hterm : ∀ i, (c i : ℂ) • (((D - v i)⁻¹ * K - 1)ᴴ * Γ * ((D - v i)⁻¹ * K - 1)) =
      Kᴴ * ((c i : ℂ) • (((D - v i)⁻¹)ᴴ * Γ * (D - v i)⁻¹)) * K
        - ((c i : ℂ) • ((D - v i)⁻¹ * K)ᴴ) * Γ
        - Γ * ((c i : ℂ) • ((D - v i)⁻¹ * K)) + (c i : ℂ) • Γ := by
    intro i
    simp only [Matrix.conjTranspose_sub, Matrix.conjTranspose_one, Matrix.conjTranspose_mul,
      Matrix.smul_mul, Matrix.mul_smul, sub_mul, mul_sub, one_mul, mul_one, mul_assoc]
    module
  simp only [hterm]
  rw [Finset.sum_add_distrib, Finset.sum_sub_distrib, Finset.sum_sub_distrib,
    ← Finset.sum_mul, ← Finset.sum_mul, ← Finset.mul_sum, ← Finset.mul_sum, hXh, hX,
    ← Finset.sum_smul, hcC, one_mul, mul_one, one_smul, mul_neg, neg_mul]
  abel
```

The causality theorem states that \(g\) is invertible as a matrix and that \(-\operatorname{Im}s\) is positive semidefinite. Causality here means this sign condition for one matrix \(D\); analyticity in the energy, which the word usually includes, is not part of the statement. Its hypotheses are those of the derivation: nonnegative concentrations with sum 1, positive definite \(\operatorname{Im}D\), and Hermitian \(v_i\). The sign follows term by term from the loss formula.

```lean
/-- For nonnegative concentrations with sum 1, positive definite `(D - D*)/(2i)` and Hermitian
`v_i`, the averaged Green function is invertible and the coherent potential `s` has negative
semidefinite `(s - s*)/(2i)`. -/
theorem coherentPotential_causal {c : ι → ℝ} (hc : ∀ i, 0 ≤ c i) (hc1 : ∑ i, c i = 1)
    {v : ι → Matrix n n ℂ} {D : Matrix n n ℂ} (hD : (imPart D).PosDef)
    (hv : ∀ i, (v i).IsHermitian) :
    IsUnit (avgGreen c v D) ∧ (-imPart (coherentPotential c v D)).PosSemidef := by
  refine ⟨(Matrix.isUnit_iff_isUnit_det _).mpr (avgGreen_invertible hc hc1 hD hv), ?_⟩
  rw [imPart_coherentPotential hc hc1 hD hv, neg_neg]
  exact Matrix.posSemidef_sum _ fun i _ =>
    (hD.posSemidef.conjTranspose_mul_mul_same _).smul (Complex.zero_le_real.mpr (hc i))
```

In the equality case, components of zero concentration need not satisfy \(v_i=s\), although their potentials are still assumed Hermitian. In the forward direction, `hz` says that a matrix annihilating every vector is zero, and multiplication by \(D-v_i\) removes the site Green function.

```lean
/-- For nonnegative concentrations with sum 1, positive definite `(D - D*)/(2i)` and Hermitian
`v_i`, the matrix `(s - s*)/(2i)` of the coherent potential `s` vanishes exactly when every
component of nonzero concentration has a site potential equal to the coherent potential. -/
theorem imPart_eq_zero_iff {c : ι → ℝ} (hc : ∀ i, 0 ≤ c i) (hc1 : ∑ i, c i = 1)
    {v : ι → Matrix n n ℂ} {D : Matrix n n ℂ} (hD : (imPart D).PosDef)
    (hv : ∀ i, (v i).IsHermitian) :
    imPart (coherentPotential c v D) = 0 ↔
      ∀ i, c i ≠ 0 → v i = coherentPotential c v D := by
  have hid := imPart_coherentPotential hc hc1 hD hv
  constructor
  · intro h i hi
    rw [h, eq_comm, neg_eq_zero] at hid
    have hz : ∀ M : Matrix n n ℂ, (∀ x, M *ᵥ x = 0) → M = 0 := by
      intro M hM
      ext a b
      have := congrFun (hM (Pi.single b 1)) a
      simpa using this
    have hB := hz _ fun x => ker_of_loss_zero hc hD
      (fun i => (D - v i)⁻¹ * (v i - coherentPotential c v D)) (x := x)
      (by rw [hid]; simp) hi
    -- remove the invertible site Green function
    have h1 := congrArg (fun M => (D - v i) * M) hB
    simp only [← mul_assoc, Matrix.mul_nonsing_inv _ (site_invertible hD (hv i)),
      one_mul, mul_zero] at h1
    exact sub_eq_zero.mp h1
  · intro h
    rw [hid, neg_eq_zero]
    refine Finset.sum_eq_zero fun i _ => ?_
    by_cases hi : c i = 0
    · rw [hi, Complex.ofReal_zero, zero_smul]
    · rw [sub_eq_zero.mpr (h i hi), mul_zero, mul_zero, smul_zero]

end

end MultiOrbitalCPA
```

```lean
#print axioms MultiOrbitalCPA.coherentPotential_causal
#print axioms MultiOrbitalCPA.imPart_eq_zero_iff
```

```
'MultiOrbitalCPA.coherentPotential_causal' depends on axioms: [propext, Classical.choice, Quot.sound]
'MultiOrbitalCPA.imPart_eq_zero_iff' depends on axioms: [propext, Classical.choice, Quot.sound]
```

## One update in a CPA calculation

In the coherent potential approximation (CPA) for non-interacting electrons with site-diagonal disorder, this algebra can serve as one update of a self-consistency loop at a fixed complex energy \(z\) with \(\operatorname{Im}z>0\). From the current \(s_{\text{old}}\), a code computes the local Green function \(F\) of the effective medium by averaging over wave vectors. It then forms \(D=F^{-1}+s_{\text{old}}\), averages \((D-v_i)^{-1}\) over the components, and sets \(s_{\text{new}}=D-g^{-1}\). The matrix \(D\) describes a site with its own potential removed but its surroundings retained. Positive definite \(\operatorname{Im}D\) means that every combination of orbitals is damped, by the imaginary part of the energy or by escape into the medium.

An eigenvalue of \(\operatorname{Im}s_{\text{new}}\) that is positive beyond rounding error therefore points to a violated hypothesis or a numerical fault. The theorem concerns a single update with given \(D\): whether the loop converges, or a self-consistent \(s\) exists, is a separate question. So is the limit of real energy, where \(\operatorname{Im}D\) may be only semidefinite.

If \(D(z)\) is a matrix function of the energy, the theorem gives the sign of \(\operatorname{Im}s(z)\) at each \(z\) where its hypotheses hold. How \(s(z)\) depends on \(z\), and in particular whether it is analytic, is not treated here.
